# The ordered product of the 2n+1 Jordan–Wigner gamma matrices is iⁿ times the identity

For n two-level systems, with n any natural number, the Jordan–Wigner recursion gives 2n+1 gamma matrices of size 2ⁿ. It starts from the single 1×1 matrix 1, and each step turns every old γ into γ ⊗ Z and then appends 1 ⊗ X and 1 ⊗ Y. The theorem `gammas_prod` states that the product of these matrices, taken in the order of the list, is iⁿ times the identity. The proof is by induction on n: the Z factors of the old matrices collect into Z^(2n+1) = Z, and ZXY = i then supplies one more factor of i.

As first written in Lean, the proof fails:

```lean
import Mathlib

open Matrix
open scoped Kronecker

namespace OddGammaInequivalence

noncomputable section

/-- The Pauli matrix X. -/
def pauliX : Matrix (Fin 2) (Fin 2) ℂ := !![0, 1; 1, 0]

/-- The Pauli matrix Y. -/
def pauliY : Matrix (Fin 2) (Fin 2) ℂ := !![0, -Complex.I; Complex.I, 0]

/-- The Pauli matrix Z. -/
def pauliZ : Matrix (Fin 2) (Fin 2) ℂ := !![1, 0; 0, -1]

/-- Splits a basis label of n+1 two-level systems into a label of the first n and one of the last. -/
def split (n : ℕ) : Fin (2 ^ (n + 1)) ≃ Fin (2 ^ n) × Fin 2 :=
  (finCongr (pow_succ 2 n)).trans finProdFinEquiv.symm

/-- The Kronecker product A ⊗ B, written as a matrix of size 2^(n+1). -/
def kron {n : ℕ} (A : Matrix (Fin (2 ^ n)) (Fin (2 ^ n)) ℂ) (B : Matrix (Fin 2) (Fin 2) ℂ) :
    Matrix (Fin (2 ^ (n + 1))) (Fin (2 ^ (n + 1))) ℂ :=
  (A ⊗ₖ B).submatrix (split n) (split n)

/-- The Jordan-Wigner recursion: every old gamma becomes γ ⊗ Z, and 1 ⊗ X and 1 ⊗ Y are appended. -/
def gammas : (n : ℕ) → List (Matrix (Fin (2 ^ n)) (Fin (2 ^ n)) ℂ)
  | 0 => [1]
  | n + 1 => (gammas n).map (fun γ => kron γ pauliZ) ++ [kron 1 pauliX, kron 1 pauliY]

/-- The Pauli matrices are Hermitian, square to 1 and anticommute, and ZXY = i. -/
theorem pauli_relations :
    (pauliXᴴ = pauliX ∧ pauliYᴴ = pauliY ∧ pauliZᴴ = pauliZ) ∧
    (pauliX * pauliX = 1 ∧ pauliY * pauliY = 1 ∧ pauliZ * pauliZ = 1) ∧
    (pauliX * pauliY = -(pauliY * pauliX) ∧ pauliZ * pauliX = -(pauliX * pauliZ) ∧
      pauliZ * pauliY = -(pauliY * pauliZ)) ∧
    pauliZ * (pauliX * pauliY) = Complex.I • (1 : Matrix (Fin 2) (Fin 2) ℂ) := by
  refine ⟨⟨?_, ?_, ?_⟩, ⟨?_, ?_, ?_⟩, ⟨?_, ?_, ?_⟩, ?_⟩ <;> ext i j <;> fin_cases i <;>
    fin_cases j <;> simp [pauliX, pauliY, pauliZ, Matrix.mul_apply, Fin.sum_univ_two]

/-- Kronecker products multiply factor by factor. -/
theorem kron_mul {n : ℕ} (A C : Matrix (Fin (2 ^ n)) (Fin (2 ^ n)) ℂ)
    (B D : Matrix (Fin 2) (Fin 2) ℂ) : kron A B * kron C D = kron (A * C) (B * D) := by
  unfold kron
  rw [Matrix.submatrix_mul_equiv, Matrix.mul_kronecker_mul]

/-- Scalars can be pulled out of both factors of a Kronecker product. -/
theorem kron_smul {n : ℕ} (a b : ℂ) (A : Matrix (Fin (2 ^ n)) (Fin (2 ^ n)) ℂ)
    (B : Matrix (Fin 2) (Fin 2) ℂ) : kron (a • A) (b • B) = (a * b) • kron A B := by
  ext i j
  simp only [kron, Matrix.submatrix_apply, Matrix.kroneckerMap_apply, Matrix.smul_apply,
    smul_eq_mul]
  ring

/-- The Kronecker product of two identity matrices is the identity. -/
theorem kron_one (n : ℕ) : kron (1 : Matrix (Fin (2 ^ n)) (Fin (2 ^ n)) ℂ) 1 = 1 := by
  unfold kron
  rw [Matrix.one_kronecker_one, Matrix.submatrix_one_equiv]

/-- The recursion yields 2n+1 gamma matrices. -/
theorem gammas_length (n : ℕ) : (gammas n).length = 2 * n + 1 := by
  induction n with
  | zero => simp [gammas]
  | succ n ih =>
    simp only [gammas, List.length_append, List.length_map, List.length_cons, List.length_nil, ih]
    omega

/-- The ordered product of all 2n+1 gamma matrices is iⁿ times the identity. -/
theorem gammas_prod (n : ℕ) :
    (gammas n).prod = Complex.I ^ n • (1 : Matrix (Fin (2 ^ n)) (Fin (2 ^ n)) ℂ) := by
  obtain ⟨-, ⟨-, -, hZZ⟩, -, hZXY⟩ := pauli_relations
  induction n with
  | zero => simp [gammas]
  | succ n ih =>
    -- the Z factors of the old gammas collect into a power of Z
    have hmap : ∀ l : List (Matrix (Fin (2 ^ n)) (Fin (2 ^ n)) ℂ),
        (l.map (fun γ => kron γ pauliZ)).prod = kron l.prod (pauliZ ^ l.length) := by
      intro l
      induction l with
      | nil => simp [kron_one]
      | cons a t iht =>
        rw [List.map_cons, List.prod_cons, iht, kron_mul, List.prod_cons, List.length_cons,
          pow_succ']
    have hodd : pauliZ ^ (2 * n + 1) = pauliZ := by
      rw [pow_succ, pow_mul, pow_two, hZZ, one_pow, one_mul]
    rw [gammas, List.prod_append, hmap, ih, gammas_length, hodd]
    simp only [List.prod_cons, List.prod_nil, mul_one, kron_mul]
    rw [hZXY, kron_smul, kron_one, pow_succ]

end

end OddGammaInequivalence
```

The error:

```
Main.lean:85:10: error: Tactic `rewrite` failed: motive is not type correct:
  fun _a => kron (a * t.prod) (pauliZ * pauliZ ^ t.length) = kron (a * t.prod) (pauliZ ^ (t.length + 1))
Error: Application type mismatch: The argument
  kron (a * t.prod) (pauliZ * pauliZ ^ t.length)
has type
  Matrix (Fin (2 ^ (n + 1))) (Fin (2 ^ (n + 1))) ℂ
but is expected to have type
  Matrix (Fin _a) (Fin _a) ℂ
in the application
  Eq (kron (a * t.prod) (pauliZ * pauliZ ^ t.length))

Explanation: The rewrite tactic rewrites an expression 'e' using an equality 'a = b' by the following process. First, it looks for all 'a' in 'e'. Second, it tries to abstract these occurrences of 'a' to create a function 'm := fun _a => ...', called the *motive*, with the property that 'm a' is definitionally equal to 'e'. Third, we observe that 'congrArg' implies that 'm a = m b', which can be used with lemmas such as 'Eq.mpr' to change the goal. However, if 'e' depends on specific properties of 'a', then the motive 'm' might not typecheck.

Possible solutions: use rewrite's 'occs' configuration option to limit which occurrences are rewritten, or use 'simp' or 'conv' mode, which have strategies for certain kinds of dependencies (these tactics can handle proofs and 'Decidable' instances whose types depend on the rewritten term, and 'simp' can apply user-defined '@[congr]' theorems as well).

case cons
hZZ : pauliZ * pauliZ = 1
hZXY : pauliZ * (pauliX * pauliY) = Complex.I • 1
n : ℕ
ih : (gammas n).prod = Complex.I ^ n • 1
a : Matrix (Fin (2 ^ n)) (Fin (2 ^ n)) ℂ
t : List (Matrix (Fin (2 ^ n)) (Fin (2 ^ n)) ℂ)
iht : (List.map (fun γ => kron γ pauliZ) t).prod = kron t.prod (pauliZ ^ t.length)
⊢ kron (a * t.prod) (pauliZ * pauliZ ^ t.length) = kron (a * t.prod) (pauliZ ^ (t.length + 1))
Main.lean:76:14: error: unsolved goals
case succ
hZZ : pauliZ * pauliZ = 1
hZXY : pauliZ * (pauliX * pauliY) = Complex.I • 1
n : ℕ
ih : (gammas n).prod = Complex.I ^ n • 1
hmap :
  ∀ (l : List (Matrix (Fin (2 ^ n)) (Fin (2 ^ n)) ℂ)),
    (List.map (fun γ => kron γ pauliZ) l).prod = kron l.prod (pauliZ ^ l.length)
hodd : pauliZ ^ (2 * n + 1) = pauliZ
⊢ (Complex.I ^ n * Complex.I) • 1 = Complex.I ^ (n + 1) • 1
```

Diagnosis. Both errors come from a power lemma given without its base. The pattern of `pow_succ'` and `pow_succ` is any power with a successor exponent, and that also fits `2 ^ (n + 1)`, the matrix size inside the types.

In the first error, `pow_succ'` picked that size instead of the power of `pauliZ`. The definition of `kron` fixes the size of its result as `2 ^ (n + 1)`, so the size can't be replaced by a variable while the `kron` terms stay as they are. This is what "motive is not type correct" means here.

In the second, no `kron` is left in the goal, only identity matrices, which exist at any size. So `pow_succ` could rewrite the size without an error, but it left `Complex.I ^ (n + 1)` as it was, and the goal stayed open.

Naming the base cures both. `pow_succ' pauliZ` can only match a power of `pauliZ`, and `pow_succ Complex.I` only a power of `Complex.I`. Each rewrite then makes the two sides of its goal identical, and `rw` closes it by reflexivity.

The mended proof, as a diff:

```diff
@@ -83,10 +83,10 @@
       | cons a t iht =>
         rw [List.map_cons, List.prod_cons, iht, kron_mul, List.prod_cons, List.length_cons,
-          pow_succ']
+          pow_succ' pauliZ]
     have hodd : pauliZ ^ (2 * n + 1) = pauliZ := by
       rw [pow_succ, pow_mul, pow_two, hZZ, one_pow, one_mul]
     rw [gammas, List.prod_append, hmap, ih, gammas_length, hodd]
     simp only [List.prod_cons, List.prod_nil, mul_one, kron_mul]
-    rw [hZXY, kron_smul, kron_one, pow_succ]
+    rw [hZXY, kron_smul, kron_one, pow_succ Complex.I]
 
 end
```
